# The zeros of the argument of the logarithm in Onsager's free energy

In the square-lattice Ising model in zero field, each site carries a spin $\sigma=\pm1$, and each nearest-neighbour bond, counted once, contributes $-J_1\sigma\sigma'$ or $-J_2\sigma\sigma'$ to the energy, according to the axis it lies along. Positive couplings are ferromagnetic. The reduced couplings are $K_i = J_i/k_BT$. With $f$ the free energy per site in the thermodynamic limit, Onsager's formula is

$$-\frac{f}{k_BT} = \ln 2 + \frac{1}{8\pi^2}\int_0^{2\pi}\!\!\int_0^{2\pi} \ln A(a,b)\,da\,db,$$

$$A(a,b) = \cosh 2K_1\cosh 2K_2 - \sinh 2K_1\cos a - \sinh 2K_2\cos b .$$

The formula is the starting point here and is not derived. The theorems concern the function $A$: how small it can be, and where it vanishes.

```lean
import Mathlib

open Real

namespace OnsagerSingularity

noncomputable section
```

The first line loads the mathematical library Mathlib. Opening `Real` lets the file write `cosh`, `sinh`, `cos` and `π` for the real functions and the real number.

```lean
/-- The quantity inside the logarithm of the free energy of the square-lattice Ising model
with reduced couplings `K₁`, `K₂` along the two axes, at lattice momenta `a`, `b`. -/
def onsagerArg (K₁ K₂ a b : ℝ) : ℝ :=
  cosh (2 * K₁) * cosh (2 * K₂) - sinh (2 * K₁) * cos a - sinh (2 * K₂) * cos b
```

`onsagerArg K₁ K₂ a b` is $A(a,b)$. All four arguments are real numbers, so the momenta $a$, $b$ are continuous and not restricted to one Brillouin zone.

```lean
/-- The quantity inside the logarithm for the isotropic square lattice with reduced
coupling `K`. -/
def squareArg (K a b : ℝ) : ℝ :=
  cosh (2 * K) ^ 2 - sinh (2 * K) * (cos a + cos b)
```

`squareArg K a b` is the isotropic expression $\cosh^2 2K - \sinh 2K(\cos a+\cos b)$.

```lean
/-- At equal couplings the anisotropic expression is the isotropic one. -/
theorem onsagerArg_self (K a b : ℝ) : onsagerArg K K a b = squareArg K a b := by
  unfold onsagerArg squareArg
  ring
```

A theorem in Lean has a name, its variables and hypotheses, a colon, the statement, and after `:=` the proof. This one says that $K_1=K_2=K$ turns the first definition into the second. `unfold` inserts the definitions and `ring` does the algebra.

## Splitting off the zero-momentum value

Write $s_i=\sinh 2K_i$, $c_i=\cosh 2K_i$ and $A_0=A(0,0)=c_1c_2-s_1-s_2$.

```lean
/-- The argument of the logarithm is its zero-momentum value plus a lattice kinetic term
for each axis. -/
theorem onsagerArg_split (K₁ K₂ a b : ℝ) :
    onsagerArg K₁ K₂ a b = onsagerArg K₁ K₂ 0 0
      + sinh (2 * K₁) * (1 - cos a) + sinh (2 * K₂) * (1 - cos b) := by
  unfold onsagerArg
  rw [Real.cos_zero]
  ring
```

Adding and subtracting $s_1+s_2$ gives

$$A(a,b) = A_0 + s_1(1-\cos a) + s_2(1-\cos b).$$

The identity holds for couplings of either sign. When both are positive, the last two terms have the form of a lattice kinetic energy, and $A_0$ plays the part of a gap.

```lean
/-- The zero-momentum value, multiplied by its conjugate factor, is the perfect square
`(1 - sinh 2K₁ sinh 2K₂)²`. -/
theorem zero_momentum_mul (K₁ K₂ : ℝ) :
    onsagerArg K₁ K₂ 0 0 *
      (cosh (2 * K₁) * cosh (2 * K₂) + sinh (2 * K₁) + sinh (2 * K₂))
      = (1 - sinh (2 * K₁) * sinh (2 * K₂)) ^ 2 := by
  have h1 := Real.cosh_sq (2 * K₁)
  have h2 := Real.cosh_sq (2 * K₂)
  unfold onsagerArg
  rw [Real.cos_zero]
  linear_combination cosh (2 * K₂) ^ 2 * h1 + (sinh (2 * K₁) ^ 2 + 1) * h2
```

Multiply $A_0$ by $D=c_1c_2+s_1+s_2$ and use $c_i^2=1+s_i^2$:

$$A_0D = c_1^2c_2^2-(s_1+s_2)^2 = (1+s_1^2)(1+s_2^2)-(s_1+s_2)^2 = (1-s_1s_2)^2 .$$

In the proof, `h1` and `h2` are the two hyperbolic identities. `linear_combination` is told by which factors to multiply them, and checks that the remainder is an algebraic identity.

## Two positive couplings

```lean
/-- For ferromagnetic couplings the argument of the logarithm is at least `(1 - sinh 2K₁ sinh 2K₂)²`
divided by `cosh 2K₁ cosh 2K₂ + sinh 2K₁ + sinh 2K₂`, and the argument vanishes exactly when `sinh
2K₁ sinh 2K₂ = 1` and both momenta are zero modulo `2π`. -/
theorem anisotropic_singularity {K₁ K₂ : ℝ} (h₁ : 0 < K₁) (h₂ : 0 < K₂) (a b : ℝ) :
    (1 - sinh (2 * K₁) * sinh (2 * K₂)) ^ 2 /
        (cosh (2 * K₁) * cosh (2 * K₂) + sinh (2 * K₁) + sinh (2 * K₂))
      ≤ onsagerArg K₁ K₂ a b ∧
    (onsagerArg K₁ K₂ a b = 0 ↔
      sinh (2 * K₁) * sinh (2 * K₂) = 1 ∧ cos a = 1 ∧ cos b = 1) := by
  have s1 : 0 < sinh (2 * K₁) := Real.sinh_pos_iff.2 (by linarith)
  have s2 : 0 < sinh (2 * K₂) := Real.sinh_pos_iff.2 (by linarith)
  have c1 := Real.cosh_pos (2 * K₁)
  have c2 := Real.cosh_pos (2 * K₂)
  have hD : 0 < cosh (2 * K₁) * cosh (2 * K₂) + sinh (2 * K₁) + sinh (2 * K₂) := by
    positivity
  have hmul := zero_momentum_mul K₁ K₂
  have hgap := eq_div_of_mul_eq hD.ne' hmul
  have hg : 0 ≤ onsagerArg K₁ K₂ 0 0 := by
    rw [hgap]
    exact div_nonneg (sq_nonneg _) hD.le
  -- the kinetic terms are nonnegative
  have ta : 0 ≤ sinh (2 * K₁) * (1 - cos a) :=
    mul_nonneg s1.le (by linarith [Real.cos_le_one a])
  have tb : 0 ≤ sinh (2 * K₂) * (1 - cos b) :=
    mul_nonneg s2.le (by linarith [Real.cos_le_one b])
  have hs := onsagerArg_split K₁ K₂ a b
  refine ⟨by rw [← hgap]; linarith, ?_, ?_⟩
  · intro h
    -- a vanishing sum of nonnegative terms vanishes term by term
    have g0 : onsagerArg K₁ K₂ 0 0 = 0 := by linarith
    have a0 : sinh (2 * K₁) * (1 - cos a) = 0 := by linarith
    have b0 : sinh (2 * K₂) * (1 - cos b) = 0 := by linarith
    rw [g0, zero_mul] at hmul
    have q0 := pow_eq_zero_iff (two_ne_zero) |>.1 hmul.symm
    have a1 := (mul_eq_zero.1 a0).resolve_left s1.ne'
    have b1 := (mul_eq_zero.1 b0).resolve_left s2.ne'
    exact ⟨by linarith, by linarith, by linarith⟩
  · rintro ⟨hq, ha, hb⟩
    rw [hs, hgap, hq, ha, hb]
    simp
```

The hypotheses `h₁` and `h₂` say that both couplings are positive. The conclusion has two parts joined by `∧` ("and"): the bound $(1-s_1s_2)^2/D\le A(a,b)$, and an equivalence `↔` that locates the zeros.

For positive couplings $s_1,s_2>0$, so $D>0$ and $A_0=(1-s_1s_2)^2/D\ge0$. The kinetic terms are nonnegative because $\cos\le1$, and the bound follows. If $A(a,b)=0$, three nonnegative terms sum to zero, so each is zero. Then $s_1s_2=1$, and dividing by $s_1$ and $s_2$ gives $\cos a=\cos b=1$. Conversely, these values make every term vanish.

The Lean proof takes the same route: `hD` is $D>0$, `hgap` is the quotient formula for $A_0$, and `ta` and `tb` are the signs of the kinetic terms. `linarith` settles the linear inequalities. The condition $\cos a=1$ means that $a$ is a multiple of $2\pi$.

## The isotropic ferromagnet

```lean
/-- On the isotropic lattice with `K > 0` the argument of the logarithm is at least `(1 - sinh
2K)²`, and it vanishes exactly when `sinh 2K = 1` and `cos a = cos b = 1`. -/
theorem onsager_singularity {K : ℝ} (hK : 0 < K) (a b : ℝ) :
    (1 - sinh (2 * K)) ^ 2 ≤ squareArg K a b ∧
    (squareArg K a b = 0 ↔ sinh (2 * K) = 1 ∧ cos a = 1 ∧ cos b = 1) := by
  have s : 0 < sinh (2 * K) := Real.sinh_pos_iff.2 (by linarith)
  constructor
  · have ta := mul_nonneg s.le (sub_nonneg.2 (Real.cos_le_one a))
    have tb := mul_nonneg s.le (sub_nonneg.2 (Real.cos_le_one b))
    have hc := Real.cosh_sq (2 * K)
    unfold squareArg
    nlinarith
  · rw [← onsagerArg_self, (anisotropic_singularity hK hK a b).2]
    -- for a positive number, having square one means being one
    have e : sinh (2 * K) * sinh (2 * K) = 1 ↔ sinh (2 * K) = 1 := by
      constructor
      · intro h
        nlinarith
      · intro h
        rw [h, one_mul]
    rw [e]
```

With $s=\sinh 2K$ and $\cosh^2 2K=1+s^2$,

$$\cosh^2 2K - s(\cos a+\cos b) = (1-s)^2 + s(2-\cos a-\cos b).$$

For $K>0$ the last term is nonnegative, which is the lower bound. The proof hands the ingredients to `nlinarith`, which also handles products. For the zeros it uses the previous theorem at equal couplings, where the condition reads $s^2=1$; since $s>0$, this means $s=1$.

The sign of $K$ matters. Take $K<0$ with $\sinh 2K=-1$ and $a=b=\pi$. The expression is then $2-(-1)(-2)=0$, while $(1-\sinh 2K)^2=4$, so both the bound and the description of the zeros fail.

```lean
/-- For `K > 0` the lower bound `(1 - sinh 2K)²` is attained exactly at
`cos a = cos b = 1`. -/
theorem bound_attained_iff {K : ℝ} (hK : 0 < K) (a b : ℝ) :
    squareArg K a b = (1 - sinh (2 * K)) ^ 2 ↔ cos a = 1 ∧ cos b = 1 := by
  have s : 0 < sinh (2 * K) := Real.sinh_pos_iff.2 (by linarith)
  have hs : squareArg K a b =
      (1 - sinh (2 * K)) ^ 2 + sinh (2 * K) * (2 - cos a - cos b) := by
    unfold squareArg
    linear_combination Real.cosh_sq (2 * K)
  rw [hs]
  constructor
  · intro h
    have h0 : sinh (2 * K) * (2 - cos a - cos b) = 0 := by linarith
    have h1 := (mul_eq_zero.1 h0).resolve_left s.ne'
    have ha := Real.cos_le_one a
    have hb := Real.cos_le_one b
    exact ⟨by linarith, by linarith⟩
  · rintro ⟨ha, hb⟩
    rw [ha, hb]
    ring
```

The same decomposition, named `hs` in the proof, shows when the bound is an equality: $s(2-\cos a-\cos b)$ must vanish. As $s>0$ and neither cosine exceeds 1, both cosines equal 1. Thus $(1-\sinh 2K)^2$ is the minimum over momenta at every positive coupling, critical or not.

```lean
/-- For `K > 0` the argument of the logarithm has a zero at some momenta exactly when
`K = ln(1 + √2) / 2`. -/
theorem critical_coupling {K : ℝ} (hK : 0 < K) :
    (∃ a b : ℝ, squareArg K a b = 0) ↔ K = Real.log (1 + √2) / 2 := by
  have e : Real.arsinh 1 = Real.log (1 + √2) := by
    have h2 : (1 : ℝ) + 1 ^ 2 = 2 := by norm_num
    rw [Real.arsinh, h2]
  constructor
  · rintro ⟨a, b, h⟩
    have h1 := ((onsager_singularity hK a b).2.1 h).1
    have h2 := Real.arsinh_sinh (2 * K)
    rw [h1, e] at h2
    linarith
  · intro h
    have h1 : 2 * K = Real.arsinh 1 := by
      rw [e]
      linarith
    refine ⟨0, 0, (onsager_singularity hK 0 0).2.2 ⟨?_, Real.cos_zero, Real.cos_zero⟩⟩
    rw [h1, Real.sinh_arsinh]
```

The symbol `∃` means "there exist". A zero occurs at some pair of momenta exactly when $\sinh 2K=1$, and inverting the hyperbolic sine gives

$$2K=\operatorname{arsinh}1=\ln(1+\sqrt2).$$

In the proof, `e` is the second equality. For the converse, the momenta $0,0$ are supplied as the explicit zero.

For $J_1=J_2=J>0$ this coupling corresponds to the critical temperature $T_c$ given by $k_BT_c=2J/\ln(1+\sqrt2)$, a reference value for Monte Carlo simulations of the isotropic, zero-field, nearest-neighbour model. The theorem identifies the coupling at which the logarithm's argument reaches zero; that the integrated free energy is non-analytic there takes a separate analysis of the integral.

## Antiferromagnetic coupling and duality

```lean
/-- For antiferromagnetic coupling `K < 0` the argument of the logarithm vanishes exactly
when `sinh 2K = -1` and `cos a = cos b = -1`. -/
theorem antiferromagnetic_singularity {K : ℝ} (hK : K < 0) (a b : ℝ) :
    squareArg K a b = 0 ↔ sinh (2 * K) = -1 ∧ cos a = -1 ∧ cos b = -1 := by
  -- reverse the coupling and shift both momenta by π
  have e : squareArg K a b = squareArg (-K) (a + π) (b + π) := by
    unfold squareArg
    rw [Real.cos_add_pi, Real.cos_add_pi, mul_neg, Real.cosh_neg, Real.sinh_neg]
    ring
  rw [e, (onsager_singularity (neg_pos.2 hK) (a + π) (b + π)).2,
    Real.cos_add_pi, Real.cos_add_pi, mul_neg, Real.sinh_neg]
  constructor <;> rintro ⟨h1, h2, h3⟩ <;>
    exact ⟨by linarith, by linarith, by linarith⟩
```

For $K<0$, replace $K$ by $-K$ and shift both momenta by $\pi$. The hyperbolic sine and both cosines change sign, so the expression is unchanged. The ferromagnetic result at $-K>0$ then gives $\sinh 2K=-1$ and $\cos a=\cos b=-1$. Physically, flipping the spins of one sublattice exchanges the two signs of coupling, and the zero moves to the staggered momentum $(\pi,\pi)$.

```lean
/-- For couplings related by Kramers-Wannier duality, `sinh 2K sinh 2L = 1`, the arguments of the
logarithm at equal momenta agree once the one at `K` is multiplied by `sinh 2L` and the one at `L`
by `sinh 2K`. -/
theorem duality {K L : ℝ} (h : sinh (2 * K) * sinh (2 * L) = 1) (a b : ℝ) :
    sinh (2 * L) * squareArg K a b = sinh (2 * K) * squareArg L a b := by
  unfold squareArg
  linear_combination sinh (2 * L) * Real.cosh_sq (2 * K)
    - sinh (2 * K) * Real.cosh_sq (2 * L) + (sinh (2 * K) - sinh (2 * L)) * h

end

end OnsagerSingularity
```

Kramers–Wannier duality pairs a high-temperature coupling with a low-temperature one through $\sinh 2K\,\sinh 2L=1$, which enters as the hypothesis `h`. Using it together with $\cosh^2=1+\sinh^2$,

$$\sinh 2L\,\bigl[\cosh^2 2K-\sinh 2K(\cos a+\cos b)\bigr] = \sinh 2L+\sinh 2K-(\cos a+\cos b).$$

The right side is symmetric in $K$ and $L$, so exchanging them gives the stated equality. The hypothesis makes both hyperbolic sines nonzero, so one may divide: the argument of the logarithm over $\sinh 2K$ equals its dual counterpart over $\sinh 2L$. The theorem relates these two expressions, not the partition functions.

```lean
#print axioms OnsagerSingularity.onsager_singularity
-- 'OnsagerSingularity.onsager_singularity' depends on axioms: [propext, Classical.choice, Quot.sound]
#print axioms OnsagerSingularity.critical_coupling
-- 'OnsagerSingularity.critical_coupling' depends on axioms: [propext, Classical.choice, Quot.sound]
#print axioms OnsagerSingularity.antiferromagnetic_singularity
-- 'OnsagerSingularity.antiferromagnetic_singularity' depends on axioms: [propext, Classical.choice, Quot.sound]
#print axioms OnsagerSingularity.duality
-- 'OnsagerSingularity.duality' depends on axioms: [propext, Classical.choice, Quot.sound]
```
